# Exchange splitting of a spin-1/2 electron and a spin-3/2 hole with a cubic term

`exchange_splitting` treats one electron of spin 1/2 and one hole of spin 3/2, with only their eight joint spin states and the Hamiltonian H = −a σ·J − b Σ Jᵢ³σᵢ. Here σ is the vector of Pauli matrices of the electron, J is the spin of the hole in units of ħ, and F = J + σ/2 is the total angular momentum. The statement allows any complex a and b; H is Hermitian when they are real. It writes H as a sum of three explicit matrices with coefficients 5a/2 + 41b/8, −3a/2 − 39b/8 and −3a/2 − 15b/8, which for real a and b are the energies of the F = 1 triplet and of the twofold and threefold parts of the F = 2 quintet. It also states that these matrices have traces 3, 2 and 3, and that F² is twice the first plus six times the sum of the other two; that they are projectors is not part of the statement. The proof gets the three traces by linearity, from the trace 8 of the identity and the vanishing traces of the two exchange operators, and leaves the two operator identities to `module`, using the earlier lemma `totalSpinSq_eq` for F².

Lean 4 with Mathlib refuses this proof:

```lean
import Mathlib

open Matrix

namespace ExchangeSplitting

noncomputable section

/-- Operators on the four hole states. -/
abbrev HoleOp := Matrix (Fin 4) (Fin 4) ℂ

/-- Operators on the eight pair states: the hole states with electron spin up, then spin down. -/
abbrev PairOp := Matrix (Fin 4 ⊕ Fin 4) (Fin 4 ⊕ Fin 4) ℂ

/-- The square root of three, as a complex number. -/
def r3 : ℂ := (Real.sqrt 3 : ℝ)

/-- The x component of a spin 3/2, in the basis m = 3/2, 1/2, -1/2, -3/2. -/
def Jx : HoleOp := !![0, r3/2, 0, 0; r3/2, 0, 1, 0; 0, 1, 0, r3/2; 0, 0, r3/2, 0]

/-- The y component of a spin 3/2 in the same basis. -/
def Jy : HoleOp :=
  !![0, -Complex.I*r3/2, 0, 0; Complex.I*r3/2, 0, -Complex.I, 0;
     0, Complex.I, 0, -Complex.I*r3/2; 0, 0, Complex.I*r3/2, 0]

/-- The z component of a spin 3/2 in the same basis. -/
def Jz : HoleOp := !![3/2, 0, 0, 0; 0, 1/2, 0, 0; 0, 0, -1/2, 0; 0, 0, 0, -3/2]

/-- The coupling X σx + Y σy + Z σz of hole operators to the electron spin, in spin blocks. -/
def pauliDot (X Y Z : HoleOp) : PairOp :=
  fromBlocks Z (X - Complex.I • Y) (X + Complex.I • Y) (-Z)

/-- The isotropic exchange operator σ·J. -/
def exchange : PairOp := pauliDot Jx Jy Jz

/-- The cubic exchange operator, the sum of Jᵢ³ σᵢ over the three axes. -/
def cubicExchange : PairOp := pauliDot (Jx ^ 3) (Jy ^ 3) (Jz ^ 3)

/-- The exchange Hamiltonian H = -a σ·J - b Σ Jᵢ³ σᵢ. -/
def hamiltonian (a b : ℂ) : PairOp := -(a • exchange) - b • cubicExchange

/-- One component of F = J + σ/2, from a hole component A and a Pauli operator S. -/
def addSpin (A : HoleOp) (S : PairOp) : PairOp := fromBlocks A 0 0 A + (1/2 : ℂ) • S

/-- The squared total angular momentum F² = Fx² + Fy² + Fz². -/
def totalSpinSq : PairOp :=
  addSpin Jx (pauliDot 1 0 0) ^ 2 + addSpin Jy (pauliDot 0 1 0) ^ 2
    + addSpin Jz (pauliDot 0 0 1) ^ 2

/-- The projector on the F = 1 triplet. -/
def projTriplet : PairOp := (1/4 : ℂ) • ((3/2 : ℂ) • (1 : PairOp) - exchange)

/-- The projector on the twofold level of the F = 2 quintet. -/
def projTwo : PairOp :=
  (1/3 : ℂ) • (cubicExchange - (15/8 : ℂ) • (1 : PairOp) + (7 : ℂ) • projTriplet)

/-- The projector on the threefold level of the F = 2 quintet. -/
def projThree : PairOp :=
  (1/3 : ℂ) • ((39/8 : ℂ) • (1 : PairOp) - cubicExchange - (10 : ℂ) • projTriplet)

/-- The number `r3` squares to three. -/
theorem r3_sq : r3 ^ 2 = 3 := by
  unfold r3
  rw [← Complex.ofReal_pow, Real.sq_sqrt (by norm_num)]
  norm_num

/-- The hole has J² = 15/4, the value J(J+1) for J = 3/2. -/
theorem spin_casimir : Jx * Jx + Jy * Jy + Jz * Jz = (15/4 : ℂ) • (1 : HoleOp) := by
  have hs := r3_sq
  have hI := Complex.I_sq
  ext i j
  fin_cases i <;> fin_cases j <;>
    simp [Jx, Jy, Jz] <;> grind

/-- The isotropic exchange measures the total angular momentum: F² = 9/2 + σ·J. -/
theorem totalSpinSq_eq : totalSpinSq = (9/2 : ℂ) • (1 : PairOp) + exchange := by
  have hI := Complex.I_sq
  rw [← fromBlocks_one]
  ext (i | i) (j | j) <;> have h := congrFun (congrFun spin_casimir i) j <;>
    simp [totalSpinSq, addSpin, exchange, pauliDot, pow_two, fromBlocks_add, fromBlocks_smul,
      fromBlocks_multiply, mul_add, add_mul, -Matrix.fromBlocks_one] at h ⊢ <;> grind

/-- Exchange splitting: H has energy 5a/2 + 41b/8 on the F = 1 triplet, and -3a/2 - 39b/8 (twofold)
and -3a/2 - 15b/8 (threefold) on the F = 2 quintet. Traces count the states, and F² is 2 or 6. -/
theorem exchange_splitting (a b : ℂ) :
    hamiltonian a b = (5*a/2 + 41*b/8) • projTriplet + (-3*a/2 - 39*b/8) • projTwo
      + (-3*a/2 - 15*b/8) • projThree ∧
    (projTriplet.trace = 3 ∧ projTwo.trace = 2 ∧ projThree.trace = 3) ∧
    totalSpinSq = (2 : ℂ) • projTriplet + (6 : ℂ) • (projTwo + projThree) := by
  have hK : exchange.trace = 0 := by simp [exchange, pauliDot, Matrix.trace_fromBlocks]
  have hC : cubicExchange.trace = 0 := by
    simp [cubicExchange, pauliDot, Matrix.trace_fromBlocks]
  have h1 : (1 : PairOp).trace = 8 := by
    rw [Matrix.trace_one]
    norm_num [Fintype.card_sum]
  refine ⟨?_, ⟨?_, ?_, ?_⟩, ?_⟩
  · unfold hamiltonian projTwo projThree projTriplet
    module
  · simp only [projTriplet, Matrix.trace_smul, Matrix.trace_sub, hK, h1, smul_eq_mul]
    norm_num
  · simp only [projTwo, projTriplet, Matrix.trace_smul, Matrix.trace_sub, Matrix.trace_add,
      hK, hC, h1, smul_eq_mul]
    norm_num
  · simp only [projThree, projTriplet, Matrix.trace_smul, Matrix.trace_sub,
      hK, hC, h1, smul_eq_mul]
    norm_num
  · rw [totalSpinSq_eq]
    unfold projTwo projThree projTriplet
    module

end

end ExchangeSplitting
```

The compiler's answer:

```
Main.lean:90:63: error(lean.unknownIdentifier): Unknown constant `Matrix.trace_fromBlocks`
Main.lean:90:34: error: unsolved goals
a b : ℂ
⊢ (fromBlocks Jz (Jx - Complex.I • Jy) (Jx + Complex.I • Jy) (-Jz)).trace = 0
Main.lean:92:35: error(lean.unknownIdentifier): Unknown constant `Matrix.trace_fromBlocks`
Main.lean:91:39: error: unsolved goals
a b : ℂ
hK : trace exchange = 0
⊢ (fromBlocks (Jz ^ 3) (Jx ^ 3 - Complex.I • Jy ^ 3) (Jx ^ 3 + Complex.I • Jy ^ 3) (-Jz ^ 3)).trace = 0
```

Both "Unknown constant" errors say that the Mathlib in use has no lemma called `Matrix.trace_fromBlocks`. The two "unsolved goals" errors follow from this. In `hK` and `hC`, `simp` could still unfold the exchange operators into `fromBlocks`, but it had nothing to take the trace of a block matrix with, so it stopped at `(fromBlocks …).trace = 0`.

The repair gives `simp` the definition `Matrix.trace` instead, which turns the trace into a sum over diagonal entries. That sum runs over `Fin 4 ⊕ Fin 4`, so `simp` can split it into one sum for each diagonal block. The blocks are `Jz` and `-Jz` in `hK`, and `Jz ^ 3` and its negative in `hC`, so the two sums cancel and the entries of `Jz` are never needed.

The other changes are tidying: `hC` now fits on one line, and the three trace proofs, which had raised no error, are merged under `iterate 3` with one shared `simp only` list.

The mended proof, as a diff:

```diff
@@ -88,7 +88,6 @@
     (projTriplet.trace = 3 ∧ projTwo.trace = 2 ∧ projThree.trace = 3) ∧
     totalSpinSq = (2 : ℂ) • projTriplet + (6 : ℂ) • (projTwo + projThree) := by
-  have hK : exchange.trace = 0 := by simp [exchange, pauliDot, Matrix.trace_fromBlocks]
-  have hC : cubicExchange.trace = 0 := by
-    simp [cubicExchange, pauliDot, Matrix.trace_fromBlocks]
+  have hK : exchange.trace = 0 := by simp [exchange, pauliDot, Matrix.trace]
+  have hC : cubicExchange.trace = 0 := by simp [cubicExchange, pauliDot, Matrix.trace]
   have h1 : (1 : PairOp).trace = 8 := by
     rw [Matrix.trace_one]
@@ -97,12 +96,8 @@
   · unfold hamiltonian projTwo projThree projTriplet
     module
-  · simp only [projTriplet, Matrix.trace_smul, Matrix.trace_sub, hK, h1, smul_eq_mul]
-    norm_num
-  · simp only [projTwo, projTriplet, Matrix.trace_smul, Matrix.trace_sub, Matrix.trace_add,
-      hK, hC, h1, smul_eq_mul]
-    norm_num
-  · simp only [projThree, projTriplet, Matrix.trace_smul, Matrix.trace_sub,
-      hK, hC, h1, smul_eq_mul]
-    norm_num
+  iterate 3
+    · simp only [projTwo, projThree, projTriplet, Matrix.trace_smul, Matrix.trace_sub,
+        Matrix.trace_add, hK, hC, h1, smul_eq_mul]
+      norm_num
   · rw [totalSpinSq_eq]
     unfold projTwo projThree projTriplet
```
